# Screening and plasma frequency of a free relativistic electron gas, linked by vF²/3

A uniform gas of free relativistic electrons at zero temperature fills every wavevector up to the Fermi wavevector kF, with two spin states each. Two numbers describe how it responds over long distances: the wavevector at which it screens a static charge, and the frequency at which its density oscillates.

Atomic units are used, so the electron mass, its charge and ħ are 1, and the Coulomb interaction carries the factor 4π. The speed of light c is a positive parameter. The relativistic factor of an electron with wavevector k is

η(k) = √(1 + k²/c²).

This is the Lorentz factor, often written γ. Below, η without an argument means η(kF). The energy and velocity are

E(k) = √(c⁴ + c²k²),  v(k) = k/η(k),

and vF = kF/η is the Fermi velocity. The chemical potential μ includes the rest energy c², which many electronic-structure codes subtract. The density is zero for μ between 0 and c², and for μ ≥ c² it is

n(μ) = ((μ² − c⁴)/c²)^(3/2) / (3π²).

The squared screening wavevector is qs² = 4π dn/dμ. The squared plasma frequency ωp² is 4π times the inverse mass, averaged over directions and summed over the occupied states per unit volume.

## Two response quantities and one ratio

For c > 0 and kF ≥ 0, the density is differentiable at the Fermi level μ = c²η, and

qs² = 4 kF η/π,

qs² vF²/3 = ωp² = 4πn/η.

For kF > 0 there are also two strict bounds:

qs² > 4 kF/π,  ωp² < 4πn.

The right-hand sides of the bounds are the nonrelativistic values at the same density. In this model, where the electrons interact only through their average Coulomb field, relativity therefore strengthens the static screening and lowers the plasma frequency.

## The stiffness in a hydrodynamic dielectric function

A simulation that treats the electrons as a charged fluid may use the dielectric function

ε(q, ω) = 1 − ωp²/(ω² − s²q²),

where q is the wavevector of the perturbation, ω its frequency, and s² the stiffness of the fluid. At q = 0 this gives the plasma oscillation. At ω = 0 it becomes 1 + ωp²/(s²q²), to be matched to the Thomas–Fermi form 1 + qs²/q². For kF > 0 the match requires

s² = ωp²/qs² = vF²/3.

This value reproduces the static screening. It does not reproduce how the plasma oscillation frequency grows with q at small q: there the collisionless kinetic response of the same gas gives 3vF²/5 in place of vF²/3.

A code that uses the static value with a local density can start from n at a grid point and compute kF = (3π²n)^(1/3), then η, then vF = kF/η, and finally s². At a density where kF = c, the factor η is √2 and s² is c²/6. The nonrelativistic expression kF²/3 would give c²/3, twice as much. Using the relativistic qs² together with the nonrelativistic 4πn would give kF²/(3η), which is too large by the factor η.

Densities this high occur close to the nuclei of heavy elements. There the density changes over distances much shorter than the screening length 1/qs, so these long-wavelength formulas for a uniform gas are not a reliable guide.

## From the band energy to qs² and ωp²

**Velocity and inverse mass.** Factoring c⁴ out of the square root gives E = c²η(k). Differentiating η(k) gives

dη/dk = (2k/c²)/(2η(k)) = k/(c²η(k)),

so dE/dk = c² dη/dk = k/η(k), which is the velocity v. A second derivative gives

dv/dk = 1/η(k) − k²/(c²η(k)³) = (η(k)² − k²/c²)/η(k)³ = 1/η(k)³.

This is the inverse mass along the direction of motion. Across that direction the inverse mass is v/k = 1/η(k) for k > 0, and it occurs twice.

**Density at the Fermi level.** With μ = c²η,

(μ² − c⁴)/c² = c²(η² − 1) = kF²,

so n = kF³/(3π²). This agrees with counting states: two spins times the sphere volume 4πkF³/3, divided by (2π)³.

**Screening.** Write x = (μ² − c⁴)/c². Then dx/dμ = 2μ/c² = 2η at the Fermi level, and the chain rule gives

dn/dμ = (1/(3π²)) · (3/2) · x^(1/2) · 2η = kF η/π².

Multiplying by 4π gives qs² = 4 kF η/π. At kF = 0 the Fermi level sits at the band edge. The density is zero just below it and grows as the 3/2 power just above it, so both one-sided derivatives are zero, as the formula says.

**Plasma frequency.** A uniform field shifts all wavevectors at the same rate, and the resulting change of current is set by the inverse masses. Averaged over directions, the inverse mass is one third of the divergence of the velocity field, (dv/dk + 2v/k)/3. The number of states per unit volume between k and k + dk is k² dk/π². Hence

ωp² = 4π ∫₀^kF (k² dv/dk + 2kv)/(3π²) dk.

The integrand is the derivative of k²v/(3π²), which vanishes at k = 0. The integral is therefore

kF² vF/(3π²) = kF³/(3π²η) = n/η,

and ωp² = 4πn/η.

**The ratio.** Inserting vF = kF/η,

qs² vF²/3 = (4 kF η/π) · kF²/(3η²) = 4kF³/(3πη) = 4πn/η.

**The bounds.** If kF > 0 then η² = 1 + kF²/c² > 1, so η > 1. Multiplying 4kF/π by η raises it, and dividing the positive number 4πn by η lowers it.

## Lean definitions and proofs

```lean
import Mathlib

open Real

namespace RelativisticElectronGas

noncomputable section

/-- The relativistic factor `√(1 + k²/c²)` of an electron with wavevector `k`, for `c ≠ 0`. -/
def eta (c k : ℝ) : ℝ := √(1 + k ^ 2 / c ^ 2)

/-- The energy of a free electron in atomic units, rest energy included. -/
def energy (c k : ℝ) : ℝ := √(c ^ 4 + c ^ 2 * k ^ 2)

/-- The electron velocity `k/η`, for `c ≠ 0`. -/
def velocity (c k : ℝ) : ℝ := k / eta c k

/-- The electron density at chemical potential `mu` (rest energy included),
for `c > 0` and `mu ≥ c²`. -/
def density (c mu : ℝ) : ℝ := ((mu ^ 2 - c ^ 4) / c ^ 2) ^ (3 / 2 : ℝ) / (3 * π ^ 2)

/-- The squared screening wavevector `4π dn/dmu`, for `c > 0` and `mu ≥ c²`. -/
def screeningSq (c mu : ℝ) : ℝ := 4 * π * deriv (density c) mu

/-- The squared plasma frequency, for `c ≠ 0` and `kF ≥ 0`: `4π` times the sum, per unit volume,
over the occupied states of one third of the divergence of the velocity in `k`-space, written as a
radial integral. -/
def plasmaSq (c kF : ℝ) : ℝ :=
  4 * π * ∫ k in (0 : ℝ)..kF,
    (k ^ 2 * deriv (velocity c) k + 2 * k * velocity c k) / (3 * π ^ 2)

/-- The relativistic factor is positive. -/
theorem eta_pos (c k : ℝ) : 0 < eta c k := Real.sqrt_pos.mpr (by positivity)

/-- For `c > 0`, the energy is the rest energy `c²` times the relativistic factor. -/
theorem energy_eq {c : ℝ} (hc : 0 < c) (k : ℝ) : energy c k = c ^ 2 * eta c k := by
  unfold energy eta
  have h : c ^ 4 + c ^ 2 * k ^ 2 = (c ^ 2) ^ 2 * (1 + k ^ 2 / c ^ 2) := by
    field_simp
  rw [h, Real.sqrt_mul (by positivity), Real.sqrt_sq (by positivity)]

/-- For `c > 0`, the relativistic factor changes with the wavevector at the rate `k/(c² η)`. -/
theorem hasDerivAt_eta {c : ℝ} (hc : 0 < c) (k : ℝ) :
    HasDerivAt (eta c) (k / (c ^ 2 * eta c k)) k := by
  have h2 : HasDerivAt (fun x : ℝ => x ^ 2) (2 * k) k := by
    simpa using hasDerivAt_pow 2 k
  have h := ((h2.div_const (c ^ 2)).const_add 1).sqrt
    (show 1 + k ^ 2 / c ^ 2 ≠ 0 by positivity)
  refine h.congr_deriv ?_
  change 2 * k / c ^ 2 / (2 * eta c k) = _
  have he := (eta_pos c k).ne'
  field_simp

/-- For `c > 0`, the velocity `k/η` is the group velocity, the derivative of the energy with
respect to the wavevector. -/
theorem hasDerivAt_energy {c : ℝ} (hc : 0 < c) (k : ℝ) :
    HasDerivAt (energy c) (velocity c k) k := by
  have h : energy c = fun x => c ^ 2 * eta c x := funext (energy_eq hc)
  have he := (eta_pos c k).ne'
  rw [h]
  refine ((hasDerivAt_eta hc k).const_mul (c ^ 2)).congr_deriv ?_
  unfold velocity
  field_simp

/-- For `c > 0`, the inverse mass along the direction of motion, `dv/dk`, is `1/η³`. -/
theorem hasDerivAt_velocity {c : ℝ} (hc : 0 < c) (k : ℝ) :
    HasDerivAt (velocity c) (1 / eta c k ^ 3) k := by
  have he := (eta_pos c k).ne'
  have hs : eta c k ^ 2 = 1 + k ^ 2 / c ^ 2 := Real.sq_sqrt (by positivity)
  have hk : k ^ 2 = c ^ 2 * (eta c k ^ 2 - 1) := by
    rw [hs]
    field_simp
    ring
  refine ((hasDerivAt_id' k).fun_div (hasDerivAt_eta hc k) he).congr_deriv ?_
  calc _ = (eta c k - k ^ 2 / (c ^ 2 * eta c k)) / eta c k ^ 2 := by ring
    _ = 1 / eta c k ^ 3 := by
      rw [hk]
      field_simp
      ring

/-- For `c > 0`, the chemical potential `c² η` belongs to the Fermi wavevector `k`:
`(mu² - c⁴)/c² = k²`. -/
theorem fermi_shell {c : ℝ} (hc : 0 < c) (k : ℝ) :
    ((c ^ 2 * eta c k) ^ 2 - c ^ 4) / c ^ 2 = k ^ 2 := by
  have hs : eta c k ^ 2 = 1 + k ^ 2 / c ^ 2 := Real.sq_sqrt (by positivity)
  rw [mul_pow, hs]
  field_simp
  ring

/-- For `c > 0` and `kF ≥ 0`, the squared plasma frequency is `4πn/η`, with the density `n` and
the relativistic factor `η` taken at the Fermi level. -/
theorem plasmaSq_eq {c kF : ℝ} (hc : 0 < c) (hk : 0 ≤ kF) :
    plasmaSq c kF = 4 * π * density c (c ^ 2 * eta c kF) / eta c kF := by
  -- the integrand is the derivative of `k² v / (3π²)`
  have hd : ∀ k : ℝ, HasDerivAt (fun x => x ^ 2 * velocity c x / (3 * π ^ 2))
      ((k ^ 2 * deriv (velocity c) k + 2 * k * velocity c k) / (3 * π ^ 2)) k := by
    intro k
    have h2 : HasDerivAt (fun x : ℝ => x ^ 2) (2 * k) k := by
      simpa using hasDerivAt_pow 2 k
    refine ((h2.fun_mul (hasDerivAt_velocity hc k)).div_const _).congr_deriv ?_
    rw [(hasDerivAt_velocity hc k).deriv]
    ring
  have ce : Continuous (eta c) :=
    continuous_iff_continuousAt.mpr fun k => (hasDerivAt_eta hc k).continuousAt
  have cv : Continuous (velocity c) :=
    continuous_iff_continuousAt.mpr fun k => (hasDerivAt_velocity hc k).continuousAt
  have cd : Continuous (deriv (velocity c)) := by
    rw [show deriv (velocity c) = fun k => 1 / eta c k ^ 3 from
      funext fun k => (hasDerivAt_velocity hc k).deriv]
    exact continuous_const.div (ce.pow 3) fun k => (pow_pos (eta_pos c k) 3).ne'
  have hcont : Continuous fun k : ℝ =>
      (k ^ 2 * deriv (velocity c) k + 2 * k * velocity c k) / (3 * π ^ 2) :=
    (((continuous_pow 2).mul cd).add
      ((continuous_const.mul continuous_id).mul cv)).div_const _
  -- the density at the Fermi level is `kF³ / (3π²)`
  have hp : (kF ^ 2) ^ (3 / 2 : ℝ) = kF ^ 3 := by
    rw [← Real.rpow_natCast kF 2, ← Real.rpow_mul hk, ← Real.rpow_natCast kF 3]
    norm_num
  unfold plasmaSq density
  rw [intervalIntegral.integral_eq_sub_of_hasDerivAt (fun k _ => hd k)
    (hcont.intervalIntegrable 0 kF), fermi_shell hc, hp]
  simp only [velocity]
  ring

/-- For `c > 0` and `kF ≥ 0`, the density has the derivative `kF η/π²` with respect to the
chemical potential at the Fermi level `c² η`. -/
theorem hasDerivAt_density {c kF : ℝ} (hc : 0 < c) (hk : 0 ≤ kF) :
    HasDerivAt (density c) (kF * eta c kF / π ^ 2) (c ^ 2 * eta c kF) := by
  have h2 : HasDerivAt (fun m : ℝ => m ^ 2) (2 * (c ^ 2 * eta c kF)) (c ^ 2 * eta c kF) := by
    simpa using hasDerivAt_pow 2 (c ^ 2 * eta c kF)
  have h := (((h2.sub_const (c ^ 4)).div_const (c ^ 2)).rpow_const (p := 3 / 2)
    (Or.inr (by norm_num))).div_const (3 * π ^ 2)
  refine h.congr_deriv ?_
  have hr : (kF ^ 2) ^ (3 / 2 - 1 : ℝ) = kF := by
    rw [show (3 / 2 - 1 : ℝ) = 1 / 2 by norm_num, ← Real.sqrt_eq_rpow, Real.sqrt_sq hk]
  simp only [fermi_shell hc kF]
  rw [hr]
  field_simp

/-- For `c > 0` and `kF ≥ 0`, the density is differentiable at the Fermi level `c² η`, the squared
screening wavevector is `4 kF η/π`, and its product with `vF²/3` is the squared plasma frequency,
which equals `4πn/η`. -/
theorem screening_and_plasma {c kF : ℝ} (hc : 0 < c) (hk : 0 ≤ kF) :
    DifferentiableAt ℝ (density c) (c ^ 2 * eta c kF) ∧
    screeningSq c (c ^ 2 * eta c kF) = 4 * kF * eta c kF / π ∧
    screeningSq c (c ^ 2 * eta c kF) * velocity c kF ^ 2 / 3 = plasmaSq c kF ∧
    plasmaSq c kF = 4 * π * density c (c ^ 2 * eta c kF) / eta c kF := by
  have he := (eta_pos c kF).ne'
  have hs : screeningSq c (c ^ 2 * eta c kF) = 4 * kF * eta c kF / π := by
    unfold screeningSq
    rw [(hasDerivAt_density hc hk).deriv]
    field_simp
  refine ⟨(hasDerivAt_density hc hk).differentiableAt, hs, ?_, plasmaSq_eq hc hk⟩
  have hp : (kF ^ 2) ^ (3 / 2 : ℝ) = kF ^ 3 := by
    rw [← Real.rpow_natCast kF 2, ← Real.rpow_mul hk, ← Real.rpow_natCast kF 3]
    norm_num
  rw [hs, plasmaSq_eq hc hk]
  unfold density velocity
  rw [fermi_shell hc, hp]
  field_simp

/-- For `c > 0` and `kF > 0`, the squared screening wavevector exceeds `4 kF/π`, and the squared
plasma frequency lies below `4πn`. -/
theorem relativistic_shifts {c kF : ℝ} (hc : 0 < c) (hk : 0 < kF) :
    4 * kF / π < screeningSq c (c ^ 2 * eta c kF) ∧
    plasmaSq c kF < 4 * π * density c (c ^ 2 * eta c kF) := by
  have hs : eta c kF ^ 2 = 1 + kF ^ 2 / c ^ 2 := Real.sq_sqrt (by positivity)
  have hq : 0 < kF ^ 2 / c ^ 2 := by positivity
  have h1 : 1 < eta c kF := by nlinarith [eta_pos c kF]
  constructor
  · rw [(screening_and_plasma hc hk.le).2.1]
    exact div_lt_div_of_pos_right (by nlinarith) Real.pi_pos
  · rw [plasmaSq_eq hc hk.le]
    refine div_lt_self ?_ h1
    unfold density
    rw [fermi_shell hc]
    positivity

end

end RelativisticElectronGas
```

```lean
#print axioms RelativisticElectronGas.hasDerivAt_energy
-- 'RelativisticElectronGas.hasDerivAt_energy' depends on axioms: [propext, Classical.choice, Quot.sound]
#print axioms RelativisticElectronGas.screening_and_plasma
-- 'RelativisticElectronGas.screening_and_plasma' depends on axioms: [propext, Classical.choice, Quot.sound]
#print axioms RelativisticElectronGas.relativistic_shifts
-- 'RelativisticElectronGas.relativistic_shifts' depends on axioms: [propext, Classical.choice, Quot.sound]
```

## Reading the theorems and their proofs

All quantities are real numbers. The functions `eta`, `energy` and `velocity` take c and a wavevector, while `density` and `screeningSq` take c and a chemical potential. The expression `c ^ 2 * eta c kF` is the Fermi level. The names `screeningSq` and `plasmaSq` stand for qs² and ωp², both already squared.

The main theorem, `screening_and_plasma`, assumes `0 < c` and `0 ≤ kF` and has four parts: the density is differentiable at the Fermi level; qs² has the stated value; its product with vF²/3 is ωp²; and ωp² equals 4πn/η. The first part ensures that the `deriv` inside `screeningSq` is an actual derivative at that point. The definition of `plasmaSq` contains only the velocity and an integral, so its agreement with 4πn/η is a result and is not built in. The bounds are in `relativistic_shifts`, which needs `0 < kF` because both become equalities at kF = 0.

The lemmas follow the derivation closely:

- `energy_eq` factors the square root. `hasDerivAt_eta`, `hasDerivAt_energy` and `hasDerivAt_velocity` supply the three derivatives. The last uses the quotient rule and then replaces k² by c²(η(k)² − 1). Positivity of η(k), from `eta_pos`, permits the divisions.
- `fermi_shell` proves (μ² − c⁴)/c² = k² at μ = c²η(k).
- `plasmaSq_eq` first shows, in the step `hd`, that the integrand is the derivative of k²v/(3π²). Continuity of the integrand makes it integrable, and `intervalIntegral.integral_eq_sub_of_hasDerivAt` is the fundamental theorem of calculus. The step `hp` turns the 3/2 power of kF² into kF³, which uses kF ≥ 0.
- `hasDerivAt_density` applies the chain rule through `rpow_const`. The exponent 3/2 is at least 1, so the rule also holds when the base is zero, at kF = 0. The remaining power 1/2 of kF² is then simplified to kF.
- `screening_and_plasma` inserts these values, and `field_simp` completes the algebra of the ratio. `relativistic_shifts` obtains η > 1 from η² > 1 and η > 0.

## Free electrons, positive energies, long wavelengths

The theorems hold for every positive c and every Fermi wavevector in the stated range, so they fix the powers of η and the numerical prefactors without an expansion in kF/c. They concern real numbers and say nothing about rounding in a program.

The step from these formulas to a real electron gas is linear response: that 4π dn/dμ governs static screening and that the summed inverse mass governs the plasma oscillation. Both identifications belong to the random-phase approximation at long wavelength, and they enter here through the definitions. The density formula and the weight of each state in the plasma integral are likewise definitions, motivated by the state counting above.

The model has a single positive-energy band, filled at zero temperature. Exchange and correlation, transitions from negative-energy states, vacuum polarisation and the nuclear potential are absent. The hydrodynamic dielectric function is an application of the ratio and plays no part in the proofs.
